# A Wilson loop reversed by one reflection and preserved by a second, anticommuting one has determinant one

## Can the Wannier centres add up to one half?

Consider a two-dimensional insulator that is symmetric under the reflections \(M_x:x\to-x\) and \(M_y:y\to-y\). Let \(W\) be the Wilson loop matrix of its occupied bands, taken along \(k_x\) at fixed \(k_y\) and starting at \(k_x=0\). Its eigenvalues are \(e^{2\pi i\nu_j}\), where \(\nu_j\) are the Wannier centres in units of the lattice constant, measured from the mirror line \(x=0\). I choose \(k_y=0\) or \(\pi\), so that both reflections \(M_x\) and \(M_y\) leave the starting momentum fixed, and write \(X\) and \(Y\) for their matrices in the occupied bands there.

The reflection \(M_x\) reverses the loop, \(XWX^{-1}=W^{-1}\), so the centres come in pairs \(\nu,-\nu\). But \(0\) and \(1/2\) are each their own partner modulo 1. A single unpaired centre at \(1/2\) would make the total \(1/2\), and taking determinants only gives \((\det W)^2=1\). In the standard model of a quadrupole insulator \(X\) and \(Y\) anticommute, and the total is said to vanish modulo 1. How does anticommutation rule out \(\det W=-1\)?

## Each centre and its partner have opposite parity

The second reflection preserves the loop, \(YW=WY\), so the eigenvectors of the unitary matrix \(W\) can be chosen to have a definite parity under \(Y\). Because \(X\) anticommutes with \(Y\), it reverses that parity. A state with centre \(1/2\) is therefore sent to a different state with centre \(1/2\), and such centres occur in pairs. The determinant argument below reaches the same conclusion without diagonalising \(W\).

Assume that \(X\) is invertible and that
\[
Y^2=1,\qquad XY=-YX,\qquad YW=WY,\qquad WXW=X .
\]
The last relation is the reversal \(XWX^{-1}=W^{-1}\), multiplied by \(W\) on the left and by \(X\) on the right.

**Parity projectors.** Put \(P=(1+Y)/2\) and \(Q=(1-Y)/2\). Then
\[
P^2=\tfrac14(1+2Y+Y^2)=P,\qquad PQ=\tfrac14(1-Y^2)=0,\qquad P+Q=1,
\]
and likewise \(Q^2=Q\) and \(QP=0\). Since \(W\) commutes with \(Y\), it commutes with \(P\) and \(Q\). The matrix \(X\) exchanges them:
\[
XP=\tfrac12(X+XY)=\tfrac12(X-YX)=QX,\qquad XQ=PX .
\]

**One loop for each parity.** Define \(L_+=WP+Q\) and \(L_-=WQ+P\). The first acts as \(W\) on the even states and as the identity on the odd ones; the second does the opposite. Their product is the full loop:
\[
L_+L_-=WPWQ+WP^2+QWQ+QP=W^2PQ+WP+WQ=W .
\]

**Reflection relates the two.** First,
\[
XL_+=XWP+XQ=XPW+PX=QXW+PX .
\]
Multiplying by \(L_-\) from the left gives
\[
L_-XL_+=(WQ+P)(QXW+PX)=WQXW+PX=Q(WXW)+PX=(Q+P)X=X .
\]
The mixed terms vanish because \(QP=PQ=0\). Taking determinants and dividing by \(\det X\neq0\) yields \(\det L_+\det L_-=1\), and therefore \(\det W=1\).

**The total centre.** If the characteristic polynomial is \(\prod_j(\lambda-e^{2\pi i\nu_j})\), its value at \(\lambda=0\) gives \(\det W=\prod_j e^{2\pi i\nu_j}\). Thus
\[
1=\exp\Bigl(2\pi i\sum_j\nu_j\Bigr),
\]
and \(\sum_j\nu_j\) is an integer.

The same argument in Lean 4 reads:

```lean
import Mathlib

open Matrix

namespace AnticommutingReflections

variable {n : Type*} [Fintype n] [DecidableEq n]

/-- Reflection relations of a Wilson loop `W`: `X` is invertible, `Y` squares to one, `X` and `Y`
anticommute, `Y` preserves the loop, and `X` reverses it, written as `W X W = X`. -/
structure ReflectionSymmetric (W X Y : Matrix n n ℂ) : Prop where
  inv : IsUnit X.det
  sq : Y * Y = 1
  anti : X * Y = -(Y * X)
  comm : Y * W = W * Y
  flip : W * X * W = X

/-- The matrix `(1 + Y) / 2`. When `Y` squares to one, it projects on the even sector of `Y`, and
the same matrix formed from `-Y` projects on the odd sector. -/
noncomputable def parityProj (Y : Matrix n n ℂ) : Matrix n n ℂ := (1 / 2 : ℂ) • (1 + Y)

/-- The loop of one parity sector. When `Y` squares to one, it acts as `W` on the even sector of `Y`
and as the identity on the odd sector. -/
noncomputable def sectorLoop (W Y : Matrix n n ℂ) : Matrix n n ℂ :=
  W * parityProj Y + parityProj (-Y)

/-- For invertible `X` and `W`, the relation `W X W = X` says that conjugation by `X`
turns the loop into its inverse. -/
theorem reversal_iff {W X : Matrix n n ℂ} (hX : IsUnit X.det) (hW : IsUnit W.det) :
    X * W * X⁻¹ = W⁻¹ ↔ W * X * W = X := by
  constructor
  · intro h
    calc W * X * W = W * (X * W * X⁻¹) * X := by
          simp only [Matrix.mul_assoc, Matrix.nonsing_inv_mul X hX, Matrix.mul_one]
      _ = X := by rw [h, Matrix.mul_nonsing_inv W hW, Matrix.one_mul]
  · intro h
    have h1 : W * (X * W * X⁻¹) = 1 := by
      calc W * (X * W * X⁻¹) = (W * X * W) * X⁻¹ := by simp only [Matrix.mul_assoc]
        _ = 1 := by rw [h, Matrix.mul_nonsing_inv X hX]
    exact (Matrix.inv_eq_right_inv h1).symm

/-- If `Y` squares to one, the parity matrix of `Y` is idempotent, its product with that of `-Y` (in
this order) is zero, and the two add up to one. -/
theorem parityProj_algebra {Y : Matrix n n ℂ} (h : Y * Y = 1) :
    parityProj Y * parityProj Y = parityProj Y ∧ parityProj Y * parityProj (-Y) = 0 ∧
      parityProj Y + parityProj (-Y) = 1 := by
  refine ⟨?_, ?_, ?_⟩
  · simp only [parityProj, smul_mul_assoc, mul_smul_comm, mul_add, add_mul, mul_one, one_mul, h]
    module
  · simp only [parityProj, smul_mul_assoc, mul_smul_comm, mul_add, add_mul, mul_one, one_mul,
      mul_neg, h]
    module
  · simp only [parityProj]
    module

/-- A matrix that intertwines `Y` with `Y'` also intertwines their parity matrices. -/
theorem parityProj_intertwine {A Y Y' : Matrix n n ℂ} (h : A * Y = Y' * A) :
    A * parityProj Y = parityProj Y' * A := by
  simp only [parityProj, smul_mul_assoc, mul_smul_comm, mul_add, add_mul, mul_one, one_mul, h]

/-- A loop that commutes with a reflection `Y`, where `Y` squares to one, is the product of its
two sector loops. -/
theorem sectorLoop_mul {W Y : Matrix n n ℂ} (hY : Y * Y = 1) (hW : Y * W = W * Y) :
    sectorLoop W Y * sectorLoop W (-Y) = W := by
  obtain ⟨hPP, hPQ, hadd⟩ := parityProj_algebra hY
  have hodd := parityProj_algebra (Y := -Y) (by rw [neg_mul_neg, hY])
  rw [neg_neg] at hodd
  obtain ⟨hQQ, hQP, -⟩ := hodd
  have hWP := parityProj_intertwine hW.symm
  have hWQ : W * parityProj (-Y) = parityProj (-Y) * W :=
    parityProj_intertwine (by rw [mul_neg, neg_mul, hW])
  unfold sectorLoop
  rw [neg_neg]
  set P := parityProj Y
  set Q := parityProj (-Y)
  calc (W * P + Q) * (W * Q + P)
      = W * (P * W) * Q + W * (P * P) + (Q * W) * Q + Q * P := by noncomm_ring
    _ = W * (W * P) * Q + W * P + (W * Q) * Q + 0 := by rw [← hWP, hPP, ← hWQ, hQP]
    _ = W * W * (P * Q) + W * P + W * (Q * Q) := by noncomm_ring
    _ = W * (P + Q) := by rw [hPQ, hQQ, mul_zero, zero_add, mul_add]
    _ = W := by rw [hadd, mul_one]

/-- For a loop with the anticommuting reflection relations, the determinants of the two
sector loops are inverse to each other. -/
theorem det_sectors {W X Y : Matrix n n ℂ} (h : ReflectionSymmetric W X Y) :
    (sectorLoop W Y).det * (sectorLoop W (-Y)).det = 1 := by
  obtain ⟨hPP, hPQ, hadd⟩ := parityProj_algebra h.sq
  have hodd := parityProj_algebra (Y := -Y) (by rw [neg_mul_neg, h.sq])
  rw [neg_neg] at hodd
  obtain ⟨hQQ, hQP, -⟩ := hodd
  have hWP := parityProj_intertwine h.comm.symm
  have hWQ : W * parityProj (-Y) = parityProj (-Y) * W :=
    parityProj_intertwine (by rw [mul_neg, neg_mul, h.comm])
  -- the reflection `X` exchanges the two sectors
  have hXP : X * parityProj Y = parityProj (-Y) * X :=
    parityProj_intertwine (by rw [neg_mul, h.anti])
  have hXQ : X * parityProj (-Y) = parityProj Y * X :=
    parityProj_intertwine (by rw [mul_neg, h.anti, neg_neg])
  have key : sectorLoop W (-Y) * X * sectorLoop W Y = X := by
    unfold sectorLoop
    rw [neg_neg]
    set P := parityProj Y
    set Q := parityProj (-Y)
    have step : X * (W * P + Q) = Q * X * W + P * X := by
      rw [mul_add, hWP, ← mul_assoc, hXP, hXQ]
    calc (W * Q + P) * X * (W * P + Q)
        = (W * Q + P) * (Q * X * W + P * X) := by rw [mul_assoc, step]
      _ = W * (Q * Q) * X * W + W * (Q * P) * X + (P * Q) * X * W + (P * P) * X := by
          noncomm_ring
      _ = (W * Q) * X * W + P * X := by
          rw [hQQ, hQP, hPQ, hPP]
          simp only [mul_zero, zero_mul, add_zero]
      _ = Q * (W * X * W) + P * X := by
          rw [hWQ]
          simp only [mul_assoc]
      _ = (Q + P) * X := by rw [h.flip, add_mul]
      _ = X := by rw [add_comm, hadd, one_mul]
  -- take determinants and cancel that of `X`
  have hd := congrArg Matrix.det key
  rw [Matrix.det_mul, Matrix.det_mul] at hd
  apply mul_right_cancel₀ h.inv.ne_zero
  linear_combination hd

/-- A Wilson loop with the anticommuting reflection relations has determinant one. -/
theorem det_wilson_eq_one {W X Y : Matrix n n ℂ} (h : ReflectionSymmetric W X Y) :
    W.det = 1 := by
  rw [← sectorLoop_mul h.sq h.comm, Matrix.det_mul, det_sectors h]

/-- If a loop has the anticommuting reflection relations and its eigenvalues, with multiplicity,
are the phases `exp (2πi ν_j)`, then the Wannier centres `ν_j` add up to an integer. -/
theorem total_wannier_centre {W X Y : Matrix n n ℂ} (h : ReflectionSymmetric W X Y) (ν : n → ℝ)
    (hν : W.charpoly = ∏ j, (Polynomial.X -
      Polynomial.C (Complex.exp (2 * Real.pi * Complex.I * ν j)))) :
    ∃ k : ℤ, ∑ j, ν j = k := by
  -- the determinant is the product of the eigenvalues
  have hdet : W.det = ∏ j, Complex.exp (2 * Real.pi * Complex.I * ν j) := by
    rw [Matrix.det_eq_sign_charpoly_coeff, hν, Polynomial.coeff_zero_eq_eval_zero,
      Polynomial.eval_prod, ← Finset.card_univ, ← Finset.prod_const, ← Finset.prod_mul_distrib]
    exact Finset.prod_congr rfl (fun j _ => by simp)
  rw [det_wilson_eq_one h, ← Complex.exp_sum, ← Finset.mul_sum] at hdet
  obtain ⟨k, hk⟩ := Complex.exp_eq_one_iff.mp hdet.symm
  refine ⟨k, ?_⟩
  have hc : ∑ j, (ν j : ℂ) = k :=
    mul_left_cancel₀ Complex.two_pi_I_ne_zero (by rw [hk, mul_comm])
  exact_mod_cast hc

/-- Under the anticommuting reflection relations, `X` maps a joint eigenvector of `W` and `Y` with
eigenvalues `z` and `s` to a joint eigenvector with eigenvalues `z⁻¹` and `-s`. -/
theorem reflected_partner {W X Y : Matrix n n ℂ} (h : ReflectionSymmetric W X Y)
    {v : n → ℂ} {z s : ℂ} (hv : v ≠ 0) (hW : W *ᵥ v = z • v) (hY : Y *ᵥ v = s • v) :
    X *ᵥ v ≠ 0 ∧ W *ᵥ (X *ᵥ v) = z⁻¹ • (X *ᵥ v) ∧ Y *ᵥ (X *ᵥ v) = (-s) • (X *ᵥ v) := by
  have hXv : X *ᵥ v ≠ 0 := by
    intro h0
    apply hv
    rw [← Matrix.one_mulVec v, ← Matrix.nonsing_inv_mul X h.inv, ← Matrix.mulVec_mulVec, h0,
      Matrix.mulVec_zero]
  have key : z • (W *ᵥ (X *ᵥ v)) = X *ᵥ v := by
    have h1 := congrArg (fun M => M *ᵥ v) h.flip
    simp only [← Matrix.mulVec_mulVec, hW, Matrix.mulVec_smul] at h1
    exact h1
  have hz : z ≠ 0 := by
    intro h0
    rw [h0, zero_smul] at key
    exact hXv key.symm
  refine ⟨hXv, ?_, ?_⟩
  · calc W *ᵥ (X *ᵥ v) = z⁻¹ • (z • (W *ᵥ (X *ᵥ v))) := by
          rw [smul_smul, inv_mul_cancel₀ hz, one_smul]
      _ = z⁻¹ • (X *ᵥ v) := by rw [key]
  · have hYX : Y * X = -(X * Y) := by rw [h.anti, neg_neg]
    rw [Matrix.mulVec_mulVec, hYX, Matrix.neg_mulVec, ← Matrix.mulVec_mulVec, hY,
      Matrix.mulVec_smul, neg_smul]

/-- The two-band loop `diag(z, z⁻¹)` with nonzero `z` has the anticommuting reflection relations
for the Pauli matrices `X = σ_x` and `Y = σ_z`. -/
theorem reflectionSymmetric_witness {z : ℂ} (hz : z ≠ 0) :
    ReflectionSymmetric !![z, 0; 0, z⁻¹] !![0, 1; 1, 0] !![1, 0; 0, -1] where
  inv := by simp [Matrix.det_fin_two]
  sq := by
    ext i j
    fin_cases i <;> fin_cases j <;> simp [Matrix.mul_apply, Fin.sum_univ_succ]
  anti := by
    ext i j
    fin_cases i <;> fin_cases j <;> simp [Matrix.mul_apply, Fin.sum_univ_succ]
  comm := by
    ext i j
    fin_cases i <;> fin_cases j <;> simp [Matrix.mul_apply, Fin.sum_univ_succ]
  flip := by
    ext i j
    fin_cases i <;> fin_cases j <;> simp [Matrix.mul_apply, Fin.sum_univ_succ, hz]

/-- With commuting instead of anticommuting reflections the determinant can be `-1`: here the
other relations hold for explicit diagonal two-band matrices. -/
theorem commuting_reflections_det :
    let W : Matrix (Fin 2) (Fin 2) ℂ := !![1, 0; 0, -1]
    let X : Matrix (Fin 2) (Fin 2) ℂ := !![1, 0; 0, -1]
    let Y : Matrix (Fin 2) (Fin 2) ℂ := !![-1, 0; 0, 1]
    IsUnit X.det ∧ Y * Y = 1 ∧ X * Y = Y * X ∧ Y * W = W * Y ∧ W * X * W = X ∧
      W.det = -1 := by
  intro W X Y
  refine ⟨by simp [X, Matrix.det_fin_two], ?_, ?_, ?_, ?_, by simp [W, Matrix.det_fin_two]⟩ <;>
    ext i j <;> fin_cases i <;> fin_cases j <;>
    simp [W, X, Y, Matrix.mul_apply, Fin.sum_univ_succ]

end AnticommutingReflections
```

```lean
#print axioms AnticommutingReflections.det_wilson_eq_one
-- 'AnticommutingReflections.det_wilson_eq_one' depends on axioms: [propext, Classical.choice, Quot.sound]
#print axioms AnticommutingReflections.total_wannier_centre
-- 'AnticommutingReflections.total_wannier_centre' depends on axioms: [propext, Classical.choice, Quot.sound]
#print axioms AnticommutingReflections.reflected_partner
-- 'AnticommutingReflections.reflected_partner' depends on axioms: [propext, Classical.choice, Quot.sound]
#print axioms AnticommutingReflections.commuting_reflections_det
-- 'AnticommutingReflections.commuting_reflections_det' depends on axioms: [propext, Classical.choice, Quot.sound]
```

### The physical content of the hypotheses

The matrices have complex entries, with rows and columns labelled by a finite type `n`, one label for each occupied band. Thus `n` is a set of labels and not the number of bands. The letters `X` and `Y` denote reflection matrices, not positions; `Polynomial.X` is the variable written \(\lambda\) above.

The structure `ReflectionSymmetric W X Y` collects five conditions:

- `inv` says that \(\det X\) is invertible: the reflection maps the occupied space onto itself.
- `sq` fixes the phase convention \(Y^2=1\). If a spinful reflection squares to \(-1\), replacing \(Y\) by \(iY\) restores this convention and leaves the other relations intact.
- `anti` is the anticommutation, which in the standard quadrupole model comes from a flux of \(\pi\) through each plaquette.
- `comm` says that the second reflection preserves the loop.
- `flip` is the reversal, written as \(WXW=X\) so that it contains no inverse. The theorem `reversal_iff` shows that it is equivalent to \(XWX^{-1}=W^{-1}\) when \(X\) and \(W\) are invertible.

Under these conditions `det_wilson_eq_one` states that \(\det W=1\). Neither \(W\) nor the reflections need be unitary. The theorem `total_wannier_centre` has one further hypothesis, `hν`: the real numbers `ν j` reproduce the characteristic polynomial of \(W\) through their phases. This counts eigenvalues with multiplicity, and a unitary Wilson loop always admits such numbers. The conclusion is an integer `k` equal to the sum of the centres.

The step from a band structure to these matrices remains to be supplied: one has to derive `comm` and `flip` from the symmetry of the Bloch Hamiltonian and the parallel transport of its occupied states. For a non-interacting insulator with anticommuting reflections, the result then gives a check on the Wannier centres computed on the lines \(k_y=0,\pi\), provided that they are measured from the mirror line of \(M_x\). On a discrete mesh, the mesh should respect the reflections and the overlap matrices should be made unitary, since a product of raw overlaps is reflected into \(W^\dagger\), which generally differs from \(W^{-1}\).

### What two bands show

The individual centres need not be quantised. In `reflectionSymmetric_witness`, the loop \(\mathrm{diag}(z,z^{-1})\) satisfies every relation with \(X=\sigma_x\) and \(Y=\sigma_z\), for any nonzero \(z\). Setting \(z=e^{2\pi i\nu}\) gives centres \(\nu\) and \(-\nu\) with \(\nu\) arbitrary.

The theorem `commuting_reflections_det` realises the unpaired centre at \(1/2\) described at the start. It takes \(W=X=\mathrm{diag}(1,-1)\) and \(Y=\mathrm{diag}(-1,1)\). Here \(XY=YX\), the other four conditions hold, and \(\det W=-1\): the centres are \(0\) and \(1/2\). Those four conditions, even together with commuting reflections, do not force determinant one.

### From the projectors to the determinant in Lean

The definition `parityProj Y` is \(P\), and `parityProj (-Y)` is \(Q\). Similarly, `sectorLoop W Y` is \(L_+\) and `sectorLoop W (-Y)` is \(L_-\). Replacing \(Y\) by \(-Y\) lets one definition serve both parities.

The theorem `parityProj_algebra` proves \(P^2=P\), \(PQ=0\) and \(P+Q=1\); `simp only` expands the products and inserts \(Y^2=1\), and `module` collects the factors of one half. Applied to \(-Y\), it also gives \(Q^2=Q\) and \(QP=0\). The theorem `parityProj_intertwine` says that \(AY=Y'A\) carries over to the corresponding projectors. With \(A=W\) it gives the commutation of \(W\) with \(P\) and \(Q\), and with \(A=X\) it gives the exchange \(XP=QX\), \(XQ=PX\).

The `calc` chain in `sectorLoop_mul` is the calculation of \(L_+L_-=W\). The tactic `noncomm_ring` multiplies out the brackets while keeping the order of the factors, and the `rw` steps apply the projector rules.

In `det_sectors`, the auxiliary equation `step` is the formula for \(XL_+\), and `key` is \(L_-XL_+=X\). The proof then takes determinants of `key` and cancels \(\det X\) with `mul_right_cancel₀`. The theorem `det_wilson_eq_one` rewrites \(W\) as \(L_+L_-\) and uses this result.

For the total centre, `Matrix.det_eq_sign_charpoly_coeff` reads the determinant from the constant coefficient of the characteristic polynomial. `Complex.exp_eq_one_iff` supplies the integer, and `exact_mod_cast` takes the equality from complex to real numbers.

The pairing of states is proved separately in `reflected_partner`. Suppose \(v\neq0\), \(Wv=zv\) and \(Yv=sv\). Invertibility of \(X\) gives \(Xv\neq0\). Applying \(WXW=X\) to \(v\) gives \(zW(Xv)=Xv\), so \(z\neq0\) and \(W(Xv)=z^{-1}Xv\). Anticommutation gives \(Y(Xv)=-XYv=-s\,Xv\). Since \(Y^2=1\) makes \(s=\pm1\), the partner has the opposite parity, even when \(z=-1\) and the two centres coincide.
